# The shifted-force Coulomb potential vanishes with its first derivative at the cutoff

For a cutoff Rc > 0 and two like charges at a distance r > 0, in units where their Coulomb energy is 1/r, the shifted-force Coulomb potential

V(r) = 1/r − 1/Rc + (r − Rc)/Rc²

is equal to (Rc − r)²/(r Rc²). For 0 < r ≤ Rc it satisfies 0 ≤ V(r) < 1/r, and at r = Rc both V and its first derivative are zero. If V is set to zero beyond the cutoff, the resulting potential is differentiable at every r > 0 and its force is continuous, but the force has a kink at Rc.

In a classical simulation that uses this truncated pair interaction between point charges, a pair crossing the cutoff therefore causes no jump in energy or force. The statements concern one pair at a time. They don't cover periodic images or lattice sums, and they don't estimate the error made by replacing the full Coulomb interaction.

## Potential and force, with and without truncation

Energies are measured in units where the product of the two charges, including the Coulomb constant, is one. The charges thus repel each other. For an attractive pair the potential changes sign, and the inequalities are reversed. Distances and the cutoff are real numbers, and positivity is assumed where it is needed.

In Lean 4 with Mathlib:

```lean
import Mathlib

open Set

namespace ShiftedForceCoulomb

noncomputable section
```

Cutting 1/r off at Rc would leave a jump of 1/Rc in the energy. Subtracting the constant 1/Rc removes that jump, but the force still drops from 1/Rc² to zero. The linear term (r − Rc)/Rc² removes the jump in the force as well, and it doesn't disturb the value at the cutoff because it vanishes there.

```lean
/-- The shifted-force Coulomb potential with cutoff `Rc`, for unit product of charges. -/
def sfPotential (Rc r : ℝ) : ℝ := 1 / r - 1 / Rc + (r - Rc) / Rc ^ 2
```

The corresponding radial force is the Coulomb force minus its own value at the cutoff:

F(r) = 1/r² − 1/Rc².

```lean
/-- The Coulomb force at distance `r`, shifted by its value at the cutoff. -/
def sfForce (Rc r : ℝ) : ℝ := 1 / r ^ 2 - 1 / Rc ^ 2
```

These two formulas apply at all distances. The interaction with a finite range follows V up to and including Rc, and is zero beyond it:

Vc(r) = V(r) for r ≤ Rc, and Vc(r) = 0 for r > Rc.

```lean
/-- The shifted-force potential inside the cutoff, and zero beyond it. -/
def cutPotential (Rc r : ℝ) : ℝ := if r ≤ Rc then sfPotential Rc r else 0
```

The force is truncated in the same way:

Fc(r) = F(r) for r ≤ Rc, and Fc(r) = 0 for r > Rc.

```lean
/-- The shifted force inside the cutoff, and zero beyond it. -/
def cutForce (Rc r : ℝ) : ℝ := if r ≤ Rc then sfForce Rc r else 0
```

In the code, V, F, Vc and Fc are `sfPotential Rc`, `sfForce Rc`, `cutPotential Rc` and `cutForce Rc`. Each force is defined by its own formula, so its relation to the potential has to be proved.

## The perfect square

Bring the three terms of V over the common denominator r Rc²:

V(r) = [Rc² − r Rc + r(r − Rc)]/(r Rc²)

= [Rc² − 2 r Rc + r²]/(r Rc²)

= (Rc − r)²/(r Rc²).

```lean
/-- The shifted-force potential is a perfect square divided by `r Rc²`. -/
theorem sfPotential_eq_sq {Rc r : ℝ} (hR : 0 < Rc) (hr : 0 < r) :
    sfPotential Rc r = (Rc - r) ^ 2 / (r * Rc ^ 2) := by
  have hR' := hR.ne'
  have hr' := hr.ne'
  unfold sfPotential
  field_simp
  ring
```

The hypotheses `hR` and `hr` ensure that the denominators are nonzero. With that known, `field_simp` clears them and `ring` checks the remaining polynomial identity. The closed form holds for every r > 0, on both sides of the cutoff. It also shows why truncation is needed for a finite range: the untruncated V touches zero at Rc and is positive again beyond it.

## The force as minus the slope

Differentiate V term by term. The derivative of 1/r is −1/r², the constant 1/Rc contributes nothing, and the linear term has slope 1/Rc². Hence

V′(r) = −1/r² + 1/Rc² = −F(r).

```lean
/-- The shifted force is minus the derivative of the shifted-force potential. -/
theorem sfPotential_hasDerivAt (Rc : ℝ) {r : ℝ} (hr : r ≠ 0) :
    HasDerivAt (sfPotential Rc) (-sfForce Rc r) r := by
  have h1 := (hasDerivAt_inv hr).sub_const (1 / Rc)
  have h2 := ((hasDerivAt_id' r).sub_const Rc).div_const (Rc ^ 2)
  have e : sfPotential Rc = fun x => x⁻¹ - 1 / Rc + (x - Rc) / Rc ^ 2 := by
    funext x
    simp only [sfPotential, one_div]
  rw [e]
  exact (h1.fun_add h2).congr_deriv (by simp only [sfForce, one_div]; ring)
```

`HasDerivAt f d x` says that f is differentiable at x with derivative d. In the proof, `h1` differentiates the inverse distance minus a constant and `h2` the linear term. Their sum is the derivative of V, and `congr_deriv` rewrites it as minus the shifted force.

## Comparison with the bare Coulomb potential

Collect the two corrections to 1/r, using 1/Rc = Rc/Rc²:

V(r) = 1/r + (r − 2Rc)/Rc².

The denominator Rc² is positive, so the correction is negative exactly when r < 2Rc. Thus

V(r) < 1/r if and only if r < 2Rc.

```lean
/-- The shifted-force potential lies below the bare Coulomb potential exactly for distances
less than twice the cutoff. -/
theorem sfPotential_lt_coulomb_iff {Rc : ℝ} (hR : 0 < Rc) (r : ℝ) :
    sfPotential Rc r < 1 / r ↔ r < 2 * Rc := by
  -- the correction to the Coulomb term is linear in the distance
  have key : sfPotential Rc r = 1 / r + (r - 2 * Rc) / Rc ^ 2 := by
    have h : 1 / Rc = Rc / Rc ^ 2 := by
      have hR' := hR.ne'
      field_simp
    unfold sfPotential
    rw [h]
    ring
  rw [key]
  constructor
  · intro h
    by_contra hc
    have h2 := div_nonneg (sub_nonneg.2 (not_lt.1 hc)) (sq_nonneg Rc)
    linarith
  · intro h
    have h2 : (r - 2 * Rc) / Rc ^ 2 < 0 :=
      div_neg_of_neg_of_pos (by linarith) (by positivity)
    linarith
```

The identity is `key`. In one direction, assuming r ≥ 2Rc would make the correction nonnegative and contradict the inequality. In the other, a negative numerator over a positive denominator gives a negative correction. The theorem allows any real r, although only positive distances have a physical meaning.

## The four properties together

For 0 < r ≤ Rc, the closed form is a square divided by a positive number, so V(r) ≥ 0. Since r ≤ Rc < 2Rc, the comparison above gives V(r) < 1/r. At the cutoff,

V(Rc) = 1/Rc − 1/Rc + 0 = 0,

V′(Rc) = −F(Rc) = −(1/Rc² − 1/Rc²) = 0.

```lean
/-- The shifted-force potential has the closed form `(Rc - r)² / (r Rc²)`, lies between zero and
the bare Coulomb potential up to the cutoff, and vanishes with its first derivative there. -/
theorem shifted_force_potential {Rc : ℝ} (hR : 0 < Rc) :
    (∀ r, 0 < r → sfPotential Rc r = (Rc - r) ^ 2 / (r * Rc ^ 2)) ∧
    (∀ r, 0 < r → r ≤ Rc → 0 ≤ sfPotential Rc r ∧ sfPotential Rc r < 1 / r) ∧
    sfPotential Rc Rc = 0 ∧ HasDerivAt (sfPotential Rc) 0 Rc := by
  refine ⟨fun r hr => sfPotential_eq_sq hR hr, fun r hr hle => ⟨?_, ?_⟩, ?_, ?_⟩
  · rw [sfPotential_eq_sq hR hr]
    positivity
  · exact (sfPotential_lt_coulomb_iff hR r).2 (by linarith)
  · simp [sfPotential]
  · exact (sfPotential_hasDerivAt Rc hR.ne').congr_deriv (by simp [sfForce])
```

The theorem assumes only Rc > 0 and is a conjunction of these statements: the closed form for all r > 0, the two bounds for 0 < r ≤ Rc, the zero value at the cutoff, and the zero derivative there. The derivative is the ordinary two-sided one of the untruncated formula. The proof takes the parts in the same order, with `positivity` recognising the sign of the square divided by a positive denominator.

## How the two conditions fix a linear correction

Consider a general correction a + b r with real constants a and b, so that the potential is 1/r + a + b r. Zero value and zero slope at the cutoff require

1/Rc + a + b Rc = 0,

−1/Rc² + b = 0.

The second equation gives b = 1/Rc². Then b Rc = 1/Rc, and the first equation gives a = −2/Rc. Conversely, these constants satisfy both equations. They are the ones in V, since

−1/Rc + (r − Rc)/Rc² = −2/Rc + r/Rc².

```lean
/-- Among all corrections `a + b r` to the Coulomb potential, exactly one makes both the
potential and its derivative vanish at the cutoff. -/
theorem linear_correction_unique {Rc : ℝ} (hR : 0 < Rc) (a b : ℝ) :
    (1 / Rc + a + b * Rc = 0 ∧ HasDerivAt (fun r : ℝ => 1 / r + a + b * r) 0 Rc) ↔
      a = -2 / Rc ∧ b = 1 / Rc ^ 2 := by
  have hd : HasDerivAt (fun r : ℝ => 1 / r + a + b * r) (-(Rc ^ 2)⁻¹ + b) Rc := by
    have h1 := (hasDerivAt_inv hR.ne').add_const a
    have h2 := (hasDerivAt_id' Rc).const_mul b
    simpa only [one_div, mul_one] using h1.fun_add h2
  have hm : 1 / Rc ^ 2 * Rc = 1 / Rc := by
    have hR' := hR.ne'
    field_simp
  constructor
  · rintro ⟨h0, h1⟩
    -- the slope condition fixes `b`, then the value condition fixes `a`
    have hb := h1.unique hd
    have hb' : b = 1 / Rc ^ 2 := by
      rw [one_div]
      linarith
    refine ⟨?_, hb'⟩
    rw [hb', hm] at h0
    have h2 : -2 / Rc = -(1 / Rc) - 1 / Rc := by ring
    linarith
  · rintro ⟨rfl, rfl⟩
    refine ⟨?_, hd.congr_deriv (by rw [one_div]; ring)⟩
    rw [hm]
    ring
```

The equivalence `↔` contains both directions. `hd` computes the slope at the cutoff for arbitrary a and b. In the forward direction, uniqueness of the derivative equates that slope with zero and so determines b; the value condition then determines a. The uniqueness is within the family of linear corrections. Corrections of other shapes can meet the same two conditions.

## Joining the potential to zero at the cutoff

For 0 < r < Rc, the truncated potential agrees with V in a neighbourhood of r, so

Vc′(r) = V′(r) = −F(r) = −Fc(r).

For r > Rc, it is zero in a neighbourhood of r, so its derivative is zero, as is Fc(r). At r = Rc, the derivative from the left is V′(Rc) = 0 and the derivative from the right is that of the zero function. The two agree, so Vc is differentiable there with

Vc′(Rc) = 0 = −Fc(Rc).

For the continuity of the force, write both branches as one formula:

Fc(r) = 1/min(r, Rc)² − 1/Rc².

Below the cutoff the minimum is r, which gives F(r). Beyond it the minimum is Rc, and the two terms cancel. The minimum is a continuous function of r and is positive for r > 0, so Fc is continuous on that range.

```lean
/-- At every positive distance the truncated force is minus the derivative of the truncated
potential, and this force is continuous. -/
theorem cutPotential_smooth {Rc : ℝ} (hR : 0 < Rc) :
    (∀ r, 0 < r → HasDerivAt (cutPotential Rc) (-cutForce Rc r) r) ∧
      ContinuousOn (cutForce Rc) (Ioi 0) := by
  constructor
  · intro r hr
    rcases lt_trichotomy r Rc with h | h | h
    · have hF : cutForce Rc r = sfForce Rc r := by simp only [cutForce, if_pos h.le]
      rw [hF]
      refine (sfPotential_hasDerivAt Rc hr.ne').congr_of_eventuallyEq ?_
      filter_upwards [Iio_mem_nhds h] with x hx
      have hx' : x ≤ Rc := le_of_lt hx
      simp only [cutPotential, if_pos hx']
    · -- at the cutoff the left and right derivatives are both zero
      rw [h]
      have hF : -cutForce Rc Rc = 0 := by simp [cutForce, sfForce]
      rw [hF]
      obtain ⟨-, -, h0, h1⟩ := shifted_force_potential hR
      have hl : HasDerivWithinAt (cutPotential Rc) 0 (Iic Rc) Rc :=
        h1.hasDerivWithinAt.congr
          (fun x hx => by simp only [cutPotential, if_pos (mem_Iic.1 hx)])
          (by simp only [cutPotential, le_refl, if_true])
      have hz : ∀ x ∈ Ici Rc, cutPotential Rc x = 0 := by
        intro x hx
        rcases eq_or_lt_of_le (mem_Ici.1 hx) with h2 | h2
        · rw [← h2]
          simp only [cutPotential, le_refl, if_true, h0]
        · simp only [cutPotential, if_neg (not_le_of_gt h2)]
      have hr' : HasDerivWithinAt (cutPotential Rc) 0 (Ici Rc) Rc :=
        (hasDerivWithinAt_const Rc (Ici Rc) (0 : ℝ)).congr hz (hz Rc (mem_Ici.2 le_rfl))
      have hu := hl.union hr'
      rwa [Iic_union_Ici, hasDerivWithinAt_univ] at hu
    · have hF : -cutForce Rc r = 0 := by
        simp only [cutForce, if_neg (not_le_of_gt h), neg_zero]
      rw [hF]
      refine (hasDerivAt_const r (0 : ℝ)).congr_of_eventuallyEq ?_
      filter_upwards [Ioi_mem_nhds h] with x hx
      simp only [cutPotential, if_neg (not_le_of_gt (mem_Ioi.1 hx))]
  · -- the truncated force is the shifted force at the distance `min r Rc`
    have e : cutForce Rc = fun r => 1 / (min r Rc) ^ 2 - 1 / Rc ^ 2 := by
      funext r
      rcases le_or_gt r Rc with h | h
      · simp only [cutForce, sfForce, if_pos h, min_eq_left h]
      · simp only [cutForce, if_neg (not_le_of_gt h), min_eq_right h.le, sub_self]
    rw [e]
    exact (continuousOn_const.div (by fun_prop)
      (fun x hx => (pow_pos (lt_min (mem_Ioi.1 hx) hR) 2).ne')).sub continuousOn_const
```

The set `Ioi 0` is the open half-line r > 0. The proof of the first part uses `lt_trichotomy` to separate distances below, at and above the cutoff. Away from the cutoff, `congr_of_eventuallyEq` transfers the derivative from a function that agrees with Vc nearby. At the cutoff, `hl` and `hr'` are the one-sided derivatives on `Iic Rc` (distances up to Rc) and `Ici Rc` (distances from Rc on), and `hl.union hr'` joins them into a derivative on the whole line. The second part proves the formula with the minimum as `e` and obtains continuity from it.

## The remaining kink in the force

Inside the cutoff the force has slope

F′(r) = −2/r³,

so the slope of Fc at Rc from the left is −2/Rc³. From the right it is zero, because the force vanishes at Rc and everywhere beyond. Since Rc > 0,

−2/Rc³ < 0,

and the two slopes differ. The truncated force is therefore not differentiable at the cutoff, and Vc has no second derivative there. An argument that needs a differentiable force, such as a harmonic expansion about a configuration with a pair exactly at distance Rc, doesn't apply to this interaction.

```lean
/-- The truncated force is not differentiable at the cutoff. -/
theorem cutForce_kink {Rc : ℝ} (hR : 0 < Rc) : ¬ DifferentiableAt ℝ (cutForce Rc) Rc := by
  intro hd
  have hs : HasDerivAt (sfForce Rc) (-2 / Rc ^ 3) Rc := by
    have h := hasDerivAt_inv hR.ne'
    have e : sfForce Rc = fun x => x⁻¹ * x⁻¹ - 1 / Rc ^ 2 := by
      funext x
      simp only [sfForce]
      ring
    rw [e]
    exact ((h.fun_mul h).sub_const (1 / Rc ^ 2)).congr_deriv (by ring)
  have hl : HasDerivWithinAt (cutForce Rc) (-2 / Rc ^ 3) (Iic Rc) Rc :=
    hs.hasDerivWithinAt.congr
      (fun x hx => by simp only [cutForce, if_pos (mem_Iic.1 hx)])
      (by simp only [cutForce, le_refl, if_true])
  have hz : ∀ x ∈ Ici Rc, cutForce Rc x = 0 := by
    intro x hx
    rcases eq_or_lt_of_le (mem_Ici.1 hx) with h2 | h2
    · rw [← h2]
      simp [cutForce, sfForce]
    · simp only [cutForce, if_neg (not_le_of_gt h2)]
  have hr : HasDerivWithinAt (cutForce Rc) 0 (Ici Rc) Rc :=
    (hasDerivWithinAt_const Rc (Ici Rc) (0 : ℝ)).congr hz (hz Rc (mem_Ici.2 le_rfl))
  -- a derivative at the cutoff would have to equal both one-sided slopes
  have e1 := UniqueDiffWithinAt.eq_deriv _ (uniqueDiffOn_Iic Rc Rc (mem_Iic.2 le_rfl))
    hd.hasDerivAt.hasDerivWithinAt hl
  have e2 := UniqueDiffWithinAt.eq_deriv _ (uniqueDiffOn_Ici Rc Rc (mem_Ici.2 le_rfl))
    hd.hasDerivAt.hasDerivWithinAt hr
  have hneg : -2 / Rc ^ 3 < 0 := div_neg_of_neg_of_pos (by norm_num) (by positivity)
  linarith

end

end ShiftedForceCoulomb
```

The proof assumes that a derivative exists and derives a contradiction. `hs` gives the slope of the untruncated force, obtained with the product rule from 1/r² = (1/r)(1/r). `hl` and `hr` are the one-sided derivatives of the truncated force. A two-sided derivative would have to equal each of them, which is recorded in `e1` and `e2`, and `hneg` says that the left slope is strictly negative while the right one is zero.

```lean
#print axioms ShiftedForceCoulomb.shifted_force_potential
-- 'ShiftedForceCoulomb.shifted_force_potential' depends on axioms: [propext, Classical.choice, Quot.sound]
#print axioms ShiftedForceCoulomb.linear_correction_unique
-- 'ShiftedForceCoulomb.linear_correction_unique' depends on axioms: [propext, Classical.choice, Quot.sound]
#print axioms ShiftedForceCoulomb.cutPotential_smooth
-- 'ShiftedForceCoulomb.cutPotential_smooth' depends on axioms: [propext, Classical.choice, Quot.sound]
#print axioms ShiftedForceCoulomb.cutForce_kink
-- 'ShiftedForceCoulomb.cutForce_kink' depends on axioms: [propext, Classical.choice, Quot.sound]
```
